# Alloy decorations shared by two supercells are those periodic under the sum lattice, and their number

When all arrangements of the species of an alloy are listed for two different supercells of the same parent lattice, some of them turn up in both lists. For a parent lattice with one site per primitive cell, the file below identifies these shared arrangements, taken as labelled site assignments before any reduction by symmetry and before structures with a smaller cell are removed, and counts them, provided at least one of the two cells contains finitely many sites.

```lean
import Mathlib

open Set

namespace CommonSupercell

section General

variable {G : Type*} [AddCommGroup G] {S : Type*}

/-- A decoration `σ` assigns a species to each site; it is periodic under the sublattice `L`
if it is unchanged by every translation in `L`. -/
def IsPeriodic (L : AddSubgroup G) (σ : G → S) : Prop :=
  ∀ t ∈ L, ∀ x, σ (x + t) = σ x

/-- The sublattice of all translations that leave the decoration `σ` unchanged. -/
def periods (σ : G → S) : AddSubgroup G where
  carrier := {t | ∀ x, σ (x + t) = σ x}
  zero_mem' := fun x => by rw [add_zero]
  add_mem' := fun {a b} ha hb x => by
    have ha' : ∀ x, σ (x + a) = σ x := ha
    have hb' : ∀ x, σ (x + b) = σ x := hb
    rw [← add_assoc, hb', ha']
  neg_mem' := fun {a} ha x => by
    have ha' : ∀ x, σ (x + a) = σ x := ha
    have h := ha' (x + -a)
    rw [neg_add_cancel_right] at h
    exact h.symm

/-- A decoration is periodic under `L` exactly when `L` lies inside its sublattice of
invariant translations. -/
theorem isPeriodic_iff_le_periods (L : AddSubgroup G) (σ : G → S) :
    IsPeriodic L σ ↔ L ≤ periods σ :=
  ⟨fun h t ht => h t ht, fun h _ ht => h ht⟩

/-- A decoration is periodic under both `L₁` and `L₂` exactly when it is periodic under the
sum lattice `L₁ + L₂` (written `L₁ ⊔ L₂`). -/
theorem isPeriodic_sup (L₁ L₂ : AddSubgroup G) (σ : G → S) :
    IsPeriodic L₁ σ ∧ IsPeriodic L₂ σ ↔ IsPeriodic (L₁ ⊔ L₂) σ := by
  simp only [isPeriodic_iff_le_periods, sup_le_iff]

/-- A decoration is periodic under every sublattice of a family exactly when it is periodic
under the sublattice the family generates. -/
theorem isPeriodic_iSup {ι : Type*} (L : ι → AddSubgroup G) (σ : G → S) :
    (∀ i, IsPeriodic (L i) σ) ↔ IsPeriodic (⨆ i, L i) σ := by
  simp only [isPeriodic_iff_le_periods, iSup_le_iff]

/-- The bijection between assignments of species to the sites of the supercell (the cosets
of `L`) and `L`-periodic decorations, given by repeating the supercell. -/
noncomputable def cellEquiv (L : AddSubgroup G) (S : Type*) :
    (G ⧸ L → S) ≃ {σ : G → S // IsPeriodic L σ} :=
  Equiv.ofBijective
    (fun f => ⟨fun x => f (QuotientAddGroup.mk x), fun t ht x => by
      have h : (QuotientAddGroup.mk (x + t) : G ⧸ L) = QuotientAddGroup.mk x := by
        symm
        rw [QuotientAddGroup.eq]
        simpa using ht
      show f (QuotientAddGroup.mk (x + t)) = f (QuotientAddGroup.mk x)
      rw [h]⟩)
    ⟨by
      intro f g hfg
      funext q
      obtain ⟨x, rfl⟩ := QuotientAddGroup.mk_surjective q
      exact congrFun (congrArg Subtype.val hfg) x,
    by
      rintro ⟨σ, hσ⟩
      refine ⟨fun q => σ q.out, Subtype.ext (funext fun x => ?_)⟩
      -- the chosen representative of the coset of `x` differs from `x` by a vector of `L`
      obtain ⟨t, ht⟩ := QuotientAddGroup.mk_out_eq_add L x
      show σ (Quotient.out (QuotientAddGroup.mk x : G ⧸ L)) = σ x
      rw [ht]
      exact hσ t t.2 x⟩

/-- For a sublattice `L` of finite index and `k` species, the number of `L`-periodic
decorations is `k` to the power of the index of `L`. -/
theorem card_periodic [Fintype S] (L : AddSubgroup G) [L.FiniteIndex] :
    {σ : G → S | IsPeriodic L σ}.ncard = Fintype.card S ^ L.index := by
  have : Finite (G ⧸ L) := AddSubgroup.finite_quotient_of_finiteIndex
  have h := Nat.card_congr (cellEquiv L S)
  rw [Nat.card_fun, Nat.card_eq_fintype_card (α := S)] at h
  exact h.symm

/-- For sublattices `L₁`, `L₂` of finite index and `k` species, the number of decorations periodic
under `L₁` or under `L₂`, plus `k ^ [L₁ + L₂]`, equals `k ^ [L₁] + k ^ [L₂]`, where `[L]` denotes
the index of `L`. -/
theorem card_periodic_or [Fintype S] (L₁ L₂ : AddSubgroup G) [L₁.FiniteIndex]
    [L₂.FiniteIndex] :
    {σ : G → S | IsPeriodic L₁ σ ∨ IsPeriodic L₂ σ}.ncard
        + Fintype.card S ^ (L₁ ⊔ L₂).index
      = Fintype.card S ^ L₁.index + Fintype.card S ^ L₂.index := by
  have : (L₁ ⊔ L₂).FiniteIndex := AddSubgroup.finiteIndex_of_le le_sup_left
  have : Finite (G ⧸ L₁) := AddSubgroup.finite_quotient_of_finiteIndex
  have : Finite (G ⧸ L₂) := AddSubgroup.finite_quotient_of_finiteIndex
  have h₁ : {σ : G → S | IsPeriodic L₁ σ}.Finite :=
    Set.finite_coe_iff.mp (Finite.of_equiv _ (cellEquiv L₁ S))
  have h₂ : {σ : G → S | IsPeriodic L₂ σ}.Finite :=
    Set.finite_coe_iff.mp (Finite.of_equiv _ (cellEquiv L₂ S))
  -- the overlap consists of the decorations periodic under the sum lattice
  have hi : {σ : G → S | IsPeriodic (L₁ ⊔ L₂) σ}
      = {σ : G → S | IsPeriodic L₁ σ} ∩ {σ : G → S | IsPeriodic L₂ σ} := by
    ext σ
    exact (isPeriodic_sup L₁ L₂ σ).symm
  rw [← card_periodic, ← card_periodic, ← card_periodic, hi]
  exact Set.ncard_union_add_ncard_inter _ _ h₁ h₂

/-- If the indices of `L₁` and `L₂` are coprime, a decoration is periodic under both exactly
when all sites carry the same species. -/
theorem periodic_coprime (L₁ L₂ : AddSubgroup G) (h : Nat.Coprime L₁.index L₂.index)
    (σ : G → S) :
    IsPeriodic L₁ σ ∧ IsPeriodic L₂ σ ↔ ∀ x y, σ x = σ y := by
  -- the index of the sum lattice divides both indices, so it is one
  have htop : L₁ ⊔ L₂ = ⊤ :=
    AddSubgroup.index_eq_one.mp
      (Nat.eq_one_of_dvd_coprimes h (AddSubgroup.index_dvd_of_le le_sup_left)
        (AddSubgroup.index_dvd_of_le le_sup_right))
  rw [isPeriodic_sup, htop]
  constructor
  · intro hσ x y
    have hxy := hσ (x - y) (AddSubgroup.mem_top _) y
    rwa [add_sub_cancel] at hxy
  · intro hσ t _ x
    exact hσ _ _

/-- With at least two species, every decoration periodic under both `L₁` and `L₂` is periodic
under `M` exactly when `M` lies inside `L₁ + L₂`. -/
theorem sup_is_largest [Nontrivial S] (L₁ L₂ M : AddSubgroup G) :
    (∀ σ : G → S, IsPeriodic L₁ σ ∧ IsPeriodic L₂ σ → IsPeriodic M σ) ↔ M ≤ L₁ ⊔ L₂ := by
  classical
  constructor
  · intro h t ht
    obtain ⟨a, b, hab⟩ := exists_pair_ne S
    -- species `a` on the sum lattice, species `b` elsewhere
    have hper : IsPeriodic (L₁ ⊔ L₂) (fun x => if x ∈ L₁ ⊔ L₂ then a else b) := by
      intro u hu x
      have hx : x + u ∈ L₁ ⊔ L₂ ↔ x ∈ L₁ ⊔ L₂ := AddSubgroup.add_mem_cancel_right _ hu
      simp only [hx]
    have h0 := h _ ((isPeriodic_sup L₁ L₂ _).mpr hper) t ht 0
    by_contra hn
    simp only [zero_add, if_neg hn, if_pos (L₁ ⊔ L₂).zero_mem] at h0
    exact hab h0.symm
  · intro h σ hσ t ht
    exact (isPeriodic_sup L₁ L₂ σ).mp hσ t (h ht)

end General

/-- For sublattices `L₁`, `L₂` of `ℤ^d`, with `L₁` of finite index, and `k` species: periodicity
under both is periodicity under `L₁ + L₂`, the index of `L₁ + L₂` is positive, and the number
of decorations periodic under both is `k` to that index. -/
theorem common_supercell (d k : ℕ) (L₁ L₂ : AddSubgroup (Fin d → ℤ)) [L₁.FiniteIndex] :
    (∀ σ : (Fin d → ℤ) → Fin k,
        IsPeriodic L₁ σ ∧ IsPeriodic L₂ σ ↔ IsPeriodic (L₁ ⊔ L₂) σ) ∧
      0 < (L₁ ⊔ L₂).index ∧
      {σ : (Fin d → ℤ) → Fin k | IsPeriodic L₁ σ ∧ IsPeriodic L₂ σ}.ncard
        = k ^ (L₁ ⊔ L₂).index := by
  have hfin : (L₁ ⊔ L₂).FiniteIndex := AddSubgroup.finiteIndex_of_le le_sup_left
  refine ⟨isPeriodic_sup L₁ L₂, Nat.pos_of_ne_zero hfin.1, ?_⟩
  have h := card_periodic (S := Fin k) (L₁ ⊔ L₂)
  rw [Fintype.card_fin] at h
  simp only [isPeriodic_sup]
  exact h

end CommonSupercell
```

```lean
#print axioms CommonSupercell.isPeriodic_sup
#print axioms CommonSupercell.card_periodic_or
#print axioms CommonSupercell.sup_is_largest
#print axioms CommonSupercell.common_supercell
```

```
'CommonSupercell.isPeriodic_sup' depends on axioms: [propext, Classical.choice, Quot.sound]
'CommonSupercell.card_periodic_or' depends on axioms: [propext, Classical.choice, Quot.sound]
'CommonSupercell.sup_is_largest' depends on axioms: [propext, Classical.choice, Quot.sound]
'CommonSupercell.common_supercell' depends on axioms: [propext, Classical.choice, Quot.sound]
```

## The shared decorations and their count

Label the sites of a d-dimensional Bravais lattice by their integer coordinates x ∈ ℤ^d in a primitive basis. A decoration σ assigns one of k species to every site. A sublattice L is a set of translation vectors that contains 0 and is closed under addition and negation, and σ is L-periodic when

σ(x + t) = σ(x) for all sites x and all t ∈ L.

The index [ℤ^d : L], written N(L), is the number of cosets x + L, which is the number of sites in a supercell of L. The sum lattice L₁ + L₂ of two sublattices consists of all vectors t₁ + t₂ with t₁ ∈ L₁ and t₂ ∈ L₂.

The theorem `common_supercell` takes natural numbers `d` and `k` and two sublattices `L₁`, `L₂` of ℤ^d, of which only `L₁` is assumed to have finite index. It states three things. A decoration is periodic under both L₁ and L₂ exactly when it is periodic under L₁ + L₂. The index N(L₁ + L₂) is positive. The number of decorations periodic under both is

k^N(L₁ + L₂).

The other theorems hold for any commutative group `G` of sites and any type `S` of species, with k the number of species where S is finite. `isPeriodic_iSup` extends the equivalence to an arbitrary family of sublattices and the sublattice that they generate. `card_periodic` gives k^N(L) for one sublattice of finite index. `card_periodic_or` counts the number U of decorations periodic under L₁ or L₂, both of finite index:

U + k^N(L₁ + L₂) = k^N(L₁) + k^N(L₂).

`periodic_coprime` says that for coprime indices the shared decorations are those with the same species on every site. `sup_is_largest` says that, with at least two species, all shared decorations are periodic under a sublattice M exactly when M ⊆ L₁ + L₂.

## Sites, species and supercells in Lean

A site is a function `Fin d → ℤ`, a list of d integers numbered from 0 to d − 1, and the same type serves for translation vectors. The species are the labels `Fin k`, from 0 to k − 1. A sublattice is an `AddSubgroup`, the order `≤` is inclusion, and `L₁ ⊔ L₂`, the smallest subgroup that contains both, is the sum lattice. `IsPeriodic L σ` is the displayed condition word for word. It does not ask L to be the full translation symmetry of σ, so a structure with a small primitive cell counts as periodic under every supercell that the small cell tiles. The quotient `G ⧸ L` is the set of cosets, the supercell with periodic boundary conditions and without a chosen shape. The hypothesis `L₁.FiniteIndex` says that this cell holds finitely many sites, so that L₁ repeats it in all d directions, and `Nontrivial S` says that there are at least two species.

Lean assigns the index 0 to a subgroup with infinitely many cosets and the `ncard` 0 to an infinite set; the clause `0 < (L₁ ⊔ L₂).index` shows that the exponent is a true site count, and in `periodic_coprime`, which assumes no finiteness, an index 0 is coprime only to 1, so the other sublattice is then the whole lattice. The formula holds at the smallest sizes: d = 0 is a single site with k decorations, k = 1 gives one decoration, and k = 0 gives none.

The name of the theorem should be read with the direction of the inclusion in mind. L₁ + L₂ is the larger lattice, and its cell is the smaller one, which tiles both supercells. The box into which an L₁-structure and a different L₂-structure both fit belongs to the intersection L₁ ∩ L₂, about which the file states nothing. On a chain with L₁ = 4ℤ and L₂ = 6ℤ the sum is 2ℤ, so a binary alloy has 2² = 4 shared decorations and U = 16 + 64 − 4 = 76. On the square lattice 2ℤ × ℤ and ℤ × 2ℤ both have index 2 and their sum is all of ℤ², so the index of the sum is not in general the greatest common divisor of the indices. The sums and indices in these two examples are worked out here and do not come from the file.

The result gives the overlap between the raw configuration lists of two supercells, on a rigid lattice with one site per primitive cell. The lists from which a cluster expansion draws structures for electronic-structure calculations are usually reduced by symmetry, and their overlap is a different matter: on the square lattice 2ℤ × ℤ and ℤ × 2ℤ are related by a rotation, so their symmetry-reduced lists coincide, although only the k uniform decorations are periodic under both. The count is of labelled decorations: two different shared decorations are counted separately even if a translation or a point-group operation maps one to the other, the composition is unconstrained, and no lengths, angles, relaxations or energies appear.

A supercell is often given as an integer d × d matrix A whose columns span the sublattice. In those terms finite index becomes det A ≠ 0 and the index is |det A|, but the sum lattice is spanned by the 2d columns of two such matrices together, and a reduction such as the Hermite normal form is needed to bring it back to a square matrix. The absolute value of the determinant of that square matrix is then the exponent N(L₁ + L₂). The subgroup version leaves the index unevaluated and needs no basis.

## From the periods of a decoration to the exponent

Fix σ and let P(σ) be the set of all translations t with σ(x + t) = σ(x) for every x. It contains 0. If a and b lie in it, then

σ(x + a + b) = σ(x + a) = σ(x),

and applying the condition for a at the site x − a gives

σ(x) = σ((x − a) + a) = σ(x − a).

So P(σ) is a sublattice, and σ is L-periodic exactly when L ⊆ P(σ). A sublattice contains both L₁ and L₂ exactly when it contains every t₁ + t₂, and applied to P(σ) this is the equivalence.

For the count, take any function f from the cosets of L to the species and set σ(x) = f(x + L). For t ∈ L the sites x and x + t lie in one coset, so σ is L-periodic. Every coset contains a site, so different f give different σ. Conversely, given an L-periodic σ, choose a representative in each coset and let f be the species found there. The representative of x + L is x + t for some t ∈ L, so f(x + L) = σ(x + t) = σ(x). Periodic decorations therefore match functions from N(L) cosets to k species, of which there are k^N(L). Since L₁ ⊆ L₁ + L₂, each coset of the sum is a union of cosets of L₁, always equally many, so N(L₁ + L₂) is finite and divides N(L₁). Setting L = L₁ + L₂ gives the main formula.

For finite sets A₁ and A₂ one has |A₁ ∪ A₂| + |A₁ ∩ A₂| = |A₁| + |A₂|, and with Aᵢ the set of Lᵢ-periodic decorations this is the formula for U. If N(L₁) and N(L₂) are coprime, their common divisor N(L₁ + L₂) equals 1, every vector is a period, and σ(x) = σ(y + (x − y)) = σ(y); constant decorations are periodic under everything. For the last theorem, put a species a on the sites of L₁ + L₂ and a different species b elsewhere. A shift by a vector of L₁ + L₂ preserves membership, so this decoration is shared. If it is also M-periodic and t ∈ M, then σ(t) = σ(0) = a, which forces t ∈ L₁ + L₂. The converse is the equivalence restricted to t ∈ M.

## How the lemmas carry out these steps

`periods σ` is P(σ). Its field `add_mem'` is the first displayed chain, `rw [← add_assoc, hb', ha']`, and `neg_mem'` evaluates the condition at `x + -a`. After `isPeriodic_iff_le_periods` turns periodicity into an inclusion, `isPeriodic_sup` and `isPeriodic_iSup` reduce to the defining properties of a least upper bound, `sup_le_iff` and `iSup_le_iff`.

`cellEquiv` is the map from f to σ with three checks. `QuotientAddGroup.eq` identifies the cosets of x and x + t because their difference lies in L. `QuotientAddGroup.mk_surjective` writes every coset as that of a site, which gives injectivity. For surjectivity `q.out` is the chosen representative of the coset `q`, and `QuotientAddGroup.mk_out_eq_add` supplies the vector t. `card_periodic` carries the cardinality across this bijection and counts the functions with `Nat.card_fun`.

In `card_periodic_or`, `h₁` and `h₂` are the finiteness of A₁ and A₂, `hi` identifies their intersection, and `Set.ncard_union_add_ncard_inter` closes the goal once the three powers have been rewritten as counts. In `periodic_coprime`, `htop` uses `AddSubgroup.index_dvd_of_le` twice, and `hσ (x - y)` is the shift from y to x. In `sup_is_largest`, `hper` is the periodicity of the two-species decoration and `h0` is the equation σ(0 + t) = σ(0), which would read b = a if t lay outside the sum. `common_supercell` obtains finite index of the sum from `AddSubgroup.finiteIndex_of_le`, rewrites the set of shared decorations by `isPeriodic_sup`, and applies `card_periodic` with `S := Fin k`.
